# On a finite state space, a positive semidefinite proposal gives a Metropolis kernel with no negative eigenvalues

Take two states of equal weight and a proposal that always suggests the other state. Metropolis accepts every move, so a sampler started in one of the states alternates forever, and its distribution never settles to equilibrium. The observable $f=(1,-1)$ changes sign at each step: the kernel has eigenvalue $-1$. Less extreme negative eigenvalues can make correlations oscillate in time. Negative eigenvalues are absent if the proposal matrix is symmetric and has none itself, and the target is positive everywhere.

## Splitting accepted from rejected moves

Let $p(x)>0$ be the target weights on a finite set and $q(x,y)$ the probability of proposing $y$ from $x$. Assume that $q$ is row-stochastic and positive semidefinite, hence symmetric. With $a(x,y)=\min(1,p(y)/p(x))$, the Metropolis kernel is

$$P(x,y)=q(x,y)\,a(x,y)+\delta_{xy}\Big(1-\sum_z q(x,z)\,a(x,z)\Big).$$

The claim is that $\langle f,Pf\rangle_p=\sum_x p(x)f(x)(Pf)(x)\ge 0$ for every real $f$.

Since the rows of $q$ sum to one, the bracket equals $\sum_z q(x,z)(1-a(x,z))$. Write $m(x,y)=\min(p(x),p(y))$, which is $p(x)\,a(x,y)$. Then

$$\langle f,Pf\rangle_p=\sum_{x,y}m(x,y)\,q(x,y)f(x)f(y)+\sum_{x,y}\big(p(x)-m(x,y)\big)q(x,y)f(x)^2 .$$

The second sum has no negative term. For the first, allow weights $p\ge 0$ and let $S$ be the set where $p>0$. If $S$ is empty, the sum is zero. Otherwise let $c$ be the smallest value of $p$ on $S$, and set $r=p-c$ on $S$ and $r=0$ elsewhere. Then $\min(p(x),p(y))$ equals $c+\min(r(x),r(y))$ if both states lie in $S$, and both minima vanish otherwise. With $f_S$ equal to $f$ on $S$ and zero elsewhere,

$$\sum_{x,y} m\,q\,f(x)f(y)=c\sum_{x,y}q\,f_S(x)f_S(y)+\sum_{x,y}\min(r(x),r(y))\,q\,f(x)f(y).$$

The first term on the right is nonnegative because $q$ is positive semidefinite. The second has the original form with fewer positive weights, so repetition ends at zero.

## Two states with weights 2 and 1

Let $p=(2,1)$, let $q$ have diagonal entries $3/4$ and off-diagonal entries $1/4$, and take $f=(1,-1)$. Then

$$P=\begin{pmatrix}7/8&1/8\\1/4&3/4\end{pmatrix},\qquad Pf=(3/4,-1/2),$$

so $\langle f,Pf\rangle_p=2$, or $2/3$ with normalised weights. The accepted part is $7/4$, made of layers $1$ and $3/4$; the rejected part is $1/4$. The eigenvalues of $P$ are $1$ and $5/8$.

## The kernel and its hypotheses in Lean

The states form a finite type `X`.

```lean
import Mathlib

open Matrix Finset

namespace MetropolisPositivity

noncomputable section

variable {X : Type*} [Fintype X]
```

`IsStochastic` says that each row of the proposal is a probability distribution.

```lean
/-- A row-stochastic matrix: nonnegative entries, and every row sums to one. -/
structure IsStochastic (q : Matrix X X ℝ) : Prop where
  nonneg : ∀ x y, 0 ≤ q x y
  row_sum : ∀ x, ∑ y, q x y = 1
```

The inner product uses unnormalised weights, such as Boltzmann factors; dividing by their sum does not change any sign.

```lean
/-- The sum of the product of two observables, weighted by `p`; an inner product when `p` is
positive. -/
def weightedInner (p f g : X → ℝ) : ℝ := ∑ x, p x * f x * g x

/-- The Metropolis acceptance probability `min(1, p(y)/p(x))` of a move from `x` to `y`,
for a positive target `p`. -/
def acceptance (p : X → ℝ) (x y : X) : ℝ := min 1 (p y / p x)
```

Rejected proposals leave the chain where it is, hence the diagonal term.

```lean
/-- The Metropolis kernel for a positive target `p`: accepted proposals, with the remaining
probability added on the diagonal. -/
def metropolis [DecidableEq X] (p : X → ℝ) (q : Matrix X X ℝ) : Matrix X X ℝ :=
  Matrix.of fun x y =>
    (if x = y then 1 - ∑ z, q x z * acceptance p x z else 0) + q x y * acceptance p x y
```

## Positivity, layer by layer

The first lemma is $p(x)\,a(x,y)=m(x,y)$.

```lean
omit [Fintype X] in
/-- At a state of positive weight, weight times acceptance is the smaller of the two weights. -/
theorem mul_acceptance {p : X → ℝ} {x : X} (hx : 0 < p x) (y : X) :
    p x * acceptance p x y = min (p x) (p y) := by
  have h : p x * (p y / p x) = p y := by field_simp
  rw [acceptance, mul_min_of_nonneg _ _ hx.le, mul_one, h]
```

Mathlib's `PosSemidef` includes symmetry for real matrices. Physically, the proposal run as a chain by itself has no sign-alternating mode; two successive steps of a symmetric move, taken as one proposal, have this property. The next lemma writes the condition as a double sum.

```lean
/-- The quadratic form of a positive semidefinite matrix, written as a double sum,
is nonnegative. -/
theorem form_nonneg {q : Matrix X X ℝ} (hq : q.PosSemidef) (f : X → ℝ) :
    0 ≤ ∑ x, ∑ y, q x y * (f x * f y) := by
  have h := hq.dotProduct_mulVec_nonneg f
  simp only [dotProduct, Matrix.mulVec, Finset.mul_sum, Pi.star_apply, star_trivial] at h
  exact h.trans_eq (sum_congr rfl fun x _ => sum_congr rfl fun y _ => by ring)
```

The layer argument is a strong induction on the number of states with positive weight. `hlt` records that the minimising state `a` drops out, `key` is the layer identity, and `h2` and `h1` give the signs of its two terms.

```lean
/-- Multiplying a positive semidefinite matrix entrywise by `min(p(x), p(y))`, with `p`
nonnegative, leaves its quadratic form nonnegative. -/
theorem min_form_nonneg {q : Matrix X X ℝ} (hq : q.PosSemidef) (f p : X → ℝ)
    (hp : ∀ x, 0 ≤ p x) :
    0 ≤ ∑ x, ∑ y, min (p x) (p y) * q x y * (f x * f y) := by
  induction hn : (univ.filter fun x => 0 < p x).card using Nat.strong_induction_on
    generalizing p with
  | _ n ih =>
  rcases (univ.filter fun x => 0 < p x).eq_empty_or_nonempty with hS | hS
  · have h0 : ∀ x, p x = 0 := fun x => le_antisymm (not_lt.mp fun h => by
      have hx : x ∈ univ.filter (fun x => 0 < p x) := mem_filter.mpr ⟨mem_univ _, h⟩
      rw [hS] at hx
      exact notMem_empty _ hx) (hp x)
    simp [h0]
  · -- peel off the lowest positive level `p a`
    obtain ⟨a, ha, hmin⟩ := exists_min_image _ p hS
    have ha' : 0 < p a := (mem_filter.mp ha).2
    have hmin' : ∀ x, 0 < p x → p a ≤ p x := fun x hx =>
      hmin x (mem_filter.mpr ⟨mem_univ _, hx⟩)
    obtain ⟨r, hr⟩ : ∃ r : X → ℝ, ∀ x, r x = if 0 < p x then p x - p a else 0 :=
      ⟨_, fun _ => rfl⟩
    have hr0 : ∀ x, 0 ≤ r x := by
      intro x
      rw [hr]
      split_ifs with h
      · linarith [hmin' x h]
      · exact le_rfl
    have hsub : (univ.filter fun x => 0 < r x) ⊆ univ.filter fun x => 0 < p x := by
      intro x hx
      refine mem_filter.mpr ⟨mem_univ _, ?_⟩
      by_contra h
      have h' := (mem_filter.mp hx).2
      rw [hr, if_neg h] at h'
      exact lt_irrefl _ h'
    have hlt : (univ.filter fun x => 0 < r x).card < n := by
      rw [← hn]
      refine card_lt_card ((ssubset_iff_of_subset hsub).mpr ⟨a, ha, fun h => ?_⟩)
      have h' := (mem_filter.mp h).2
      rw [hr, if_pos ha', sub_self] at h'
      exact lt_irrefl _ h'
    have h1 := ih _ hlt r hr0 rfl
    have h2 := form_nonneg hq (fun x => if 0 < p x then f x else 0)
    have key : ∑ x, ∑ y, min (p x) (p y) * q x y * (f x * f y) =
        p a * (∑ x, ∑ y, q x y *
          ((if 0 < p x then f x else 0) * (if 0 < p y then f y else 0))) +
        ∑ x, ∑ y, min (r x) (r y) * q x y * (f x * f y) := by
      simp only [Finset.mul_sum, ← Finset.sum_add_distrib]
      refine sum_congr rfl fun x _ => sum_congr rfl fun y _ => ?_
      by_cases hx : 0 < p x
      · by_cases hy : 0 < p y
        · simp only [hr x, hr y, if_pos hx, if_pos hy]
          rw [min_sub_sub_right]
          ring
        · have hy0 : p y = 0 := le_antisymm (not_lt.mp hy) (hp y)
          simp only [hr y, if_neg hy]
          rw [hy0, min_eq_right hx.le, min_eq_right (hr0 x)]
          ring
      · have hx0 : p x = 0 := le_antisymm (not_lt.mp hx) (hp x)
        simp only [hr x, if_neg hx]
        rw [hx0, min_eq_left (hp y), min_eq_left (hr0 y)]
        ring
    rw [key]
    exact add_nonneg (mul_nonneg ha'.le h2) h1
```

In the splitting identity, `hP` expands $(Pf)(x)$ and `hR` rewrites the leftover probability as the rejected probability.

```lean
variable [DecidableEq X] {p : X → ℝ} {q : Matrix X X ℝ}

/-- For a positive target and a stochastic proposal, the quadratic form of the Metropolis kernel
splits into an accepted part and a rejected part. -/
theorem form_eq_accepted_add_rejected (hp : ∀ x, 0 < p x) (hq : IsStochastic q) (f : X → ℝ) :
    weightedInner p f (metropolis p q *ᵥ f) =
      ∑ x, ∑ y, min (p x) (p y) * q x y * (f x * f y) +
      ∑ x, ∑ y, (p x - min (p x) (p y)) * q x y * f x ^ 2 := by
  unfold weightedInner
  rw [← sum_add_distrib]
  refine sum_congr rfl fun x _ => ?_
  have hP : (metropolis p q *ᵥ f) x = (1 - ∑ z, q x z * acceptance p x z) * f x +
      ∑ y, q x y * acceptance p x y * f y := by
    simp only [Matrix.mulVec, dotProduct, metropolis, Matrix.of_apply, add_mul, ite_mul,
      zero_mul, sum_add_distrib, sum_ite_eq, mem_univ, if_true]
  -- the leftover probability is the total rejected probability
  have hR : 1 - ∑ z, q x z * acceptance p x z = ∑ z, q x z * (1 - acceptance p x z) := by
    simp only [mul_sub, mul_one, sum_sub_distrib, hq.row_sum x]
  rw [hP, hR, sum_mul, mul_add, mul_sum, mul_sum, ← sum_add_distrib, ← sum_add_distrib]
  refine sum_congr rfl fun y _ => ?_
  rw [← mul_acceptance (hp x) y]
  ring
```

Adding the two nonnegative parts gives the main theorem. It requires every weight to be positive, so forbidden configurations must first be removed from `X`, and the probability of proposing them added to the diagonal of `q`. The reduced proposal is again stochastic, and positive semidefinite if the original was.

```lean
/-- Metropolis positivity: for a positive target and a stochastic, positive semidefinite proposal,
`⟨f, P f⟩_p ≥ 0` for every real observable `f`. -/
theorem metropolis_positive (hp : ∀ x, 0 < p x) (hq : IsStochastic q) (hpos : q.PosSemidef)
    (f : X → ℝ) : 0 ≤ weightedInner p f (metropolis p q *ᵥ f) := by
  rw [form_eq_accepted_add_rejected hp hq]
  exact add_nonneg (min_form_nonneg hpos f p fun x => (hp x).le)
    (sum_nonneg fun x _ => sum_nonneg fun y _ => mul_nonneg
      (mul_nonneg (sub_nonneg.2 (min_le_left _ _)) (hq.nonneg x y)) (sq_nonneg _))
```

## Eigenvalues, time correlations and a converse

If $Pf=\mu f$ with $f\neq0$, then $\mu\sum_x p(x)f(x)^2\ge0$ and the sum is positive, so $\mu\ge0$.

```lean
/-- For a positive target and a stochastic, positive semidefinite proposal, every real eigenvalue
of the Metropolis kernel is nonnegative. -/
theorem eigenvalue_nonneg (hp : ∀ x, 0 < p x) (hq : IsStochastic q) (hpos : q.PosSemidef)
    {f : X → ℝ} (hf : f ≠ 0) {μ : ℝ} (hμ : metropolis p q *ᵥ f = μ • f) : 0 ≤ μ := by
  have h := metropolis_positive hp hq hpos f
  have e : weightedInner p f (μ • f) = μ * ∑ x, p x * f x ^ 2 := by
    rw [weightedInner, mul_sum]
    refine sum_congr rfl fun x _ => ?_
    rw [Pi.smul_apply, smul_eq_mul]
    ring
  rw [hμ, e] at h
  obtain ⟨a, ha⟩ := Function.ne_iff.mp hf
  have ha' : f a ≠ 0 := ha
  have hn : 0 < ∑ x, p x * f x ^ 2 :=
    sum_pos' (fun x _ => mul_nonneg (hp x).le (sq_nonneg _))
      ⟨a, mem_univ _, mul_pos (hp a) (by positivity)⟩
  exact le_of_not_gt fun hneg => by linarith [mul_neg_of_neg_of_pos hneg hn]
```

For longer lags, `db` is detailed balance and `adj` the resulting self-adjointness of $P$. Hence $\langle f,P^{k+2}f\rangle_p=\langle Pf,P^k(Pf)\rangle_p$, and induction in steps of two reduces every lag to $k=0$ or $k=1$.

For a finite-state simulation started in equilibrium, with the mean of $f$ subtracted and $p$ normalised, $\langle f,P^kf\rangle_p$ is the autocovariance at lag $k$, so the exact autocovariances are never negative. The theorem concerns the matrix; the identification with a simulated run rests on that equilibrium start.

```lean
/-- For a positive target and a stochastic, positive semidefinite proposal, the correlation
`⟨f, P^k f⟩_p` is nonnegative at every lag `k`. -/
theorem correlation_nonneg (hp : ∀ x, 0 < p x) (hq : IsStochastic q) (hpos : q.PosSemidef)
    (k : ℕ) (f : X → ℝ) : 0 ≤ weightedInner p f ((metropolis p q ^ k) *ᵥ f) := by
  have db : ∀ x y, p x * metropolis p q x y = p y * metropolis p q y x := by
    intro x y
    by_cases hxy : x = y
    · rw [hxy]
    · have hs : q x y = q y x := by simpa using (hpos.isHermitian.apply x y).symm
      simp only [metropolis, Matrix.of_apply, if_neg hxy, if_neg (Ne.symm hxy), zero_add]
      rw [hs]
      linear_combination q y x * mul_acceptance (hp x) y - q y x * mul_acceptance (hp y) x +
        q y x * min_comm (p x) (p y)
  -- one step of the kernel can be moved to the other side
  have adj : ∀ g h : X → ℝ, weightedInner p g (metropolis p q *ᵥ h) =
      weightedInner p (metropolis p q *ᵥ g) h := by
    intro g h
    simp only [weightedInner, Matrix.mulVec, dotProduct, mul_sum, sum_mul]
    rw [sum_comm]
    refine sum_congr rfl fun y _ => sum_congr rfl fun x _ => ?_
    linear_combination g x * h y * db x y
  induction k using Nat.twoStepInduction generalizing f with
  | zero =>
    rw [pow_zero, Matrix.one_mulVec]
    refine sum_nonneg fun x _ => ?_
    rw [mul_assoc]
    exact mul_nonneg (hp x).le (mul_self_nonneg _)
  | one =>
    rw [pow_one]
    exact metropolis_positive hp hq hpos f
  | more k ih _ =>
    have e : metropolis p q ^ (k + 2) =
        metropolis p q * (metropolis p q ^ k * metropolis p q) := by
      rw [← pow_succ, ← pow_succ']
    rw [e, ← Matrix.mulVec_mulVec, ← Matrix.mulVec_mulVec, adj]
    exact ih _
```

Conversely, let $q$ be symmetric and stochastic, and suppose that its Metropolis kernel is positive for every positive target, in the sense that $\langle f,Pf\rangle_p\ge0$ for every real $f$. For the flat target all moves are accepted and $P=q$ (`hm`), so $q$ is positive semidefinite.

```lean
/-- A symmetric stochastic proposal is positive semidefinite exactly when its Metropolis kernel
is positive for every positive target. -/
theorem posSemidef_iff_positive_for_all_targets (hq : IsStochastic q) (hs : q.IsSymm) :
    q.PosSemidef ↔ ∀ p : X → ℝ, (∀ x, 0 < p x) →
      ∀ f, 0 ≤ weightedInner p f (metropolis p q *ᵥ f) := by
  refine ⟨fun h p hp f => metropolis_positive hp hq h f, fun h => ?_⟩
  -- for the flat target every proposal is accepted
  have hm : metropolis (fun _ => 1) q = q := by
    ext x y
    simp [metropolis, acceptance, hq.row_sum]
  have hH : q.IsHermitian := by
    ext x y
    simpa using hs.apply x y
  refine Matrix.PosSemidef.of_dotProduct_mulVec_nonneg hH fun f => ?_
  have h1 := h (fun _ => 1) (fun _ => one_pos) f
  rw [hm] at h1
  simpa [weightedInner, dotProduct] using h1

end

end MetropolisPositivity
```

```lean
#print axioms MetropolisPositivity.eigenvalue_nonneg
#print axioms MetropolisPositivity.correlation_nonneg
#print axioms MetropolisPositivity.posSemidef_iff_positive_for_all_targets
```

```
'MetropolisPositivity.eigenvalue_nonneg' depends on axioms: [propext, Classical.choice, Quot.sound]
'MetropolisPositivity.correlation_nonneg' depends on axioms: [propext, Classical.choice, Quot.sound]
'MetropolisPositivity.posSemidef_iff_positive_for_all_targets' depends on axioms: [propext, Classical.choice, Quot.sound]
```
